# Symmetry under time reversal and a glide or twofold screw gives even degeneracy where the lattice translation acts as −1

## Do levels pair up at the zone boundary with and without spin?

Should the lattice translation $T$ be a Bloch phase at one fixed momentum, or an operator on the whole state space? I need to settle this before I can state the following claim precisely.

A glide or twofold screw $S$ squares to a lattice translation, up to a sign $\eta$ that depends on spin: $S^2=\eta T$. Time reversal has $\Theta^2=\eta$ with the same sign. If both commute with each other and with the Hamiltonian $H$, then $(\Theta S)^2=T$ in either case, and where $T=-1$ every energy level should have even degeneracy. I would like to see this made rigorous, in finite dimension, and checked by machine.

## They do, because $\Theta S$ squares to $T$

Take $T$ as an operator. Time reversal sends crystal momentum $k$ to $-k$, so a space holding one generic momentum is not closed under $\Theta$. If $T$ were a number $\tau$, commutation of $\Theta$ with $S^2=\eta\tau$ would already force $\tau$ to be real. On a larger space, such as that of a finite periodic crystal, the Bloch phases are the eigenvalues of $T$, and $T=-1$ selects the momenta with $k\cdot t=\pi$ modulo $2\pi$, where $t$ is the vector of the translation. If $t$ is a primitive lattice vector orthogonal to the other two, this is the zone boundary along $t$, the case that gives `even_finrank_zone_boundary` its name. In other lattices, some of these momenta can lie inside the Brillouin zone.

The sign $\eta$ stands for a rotation by $2\pi$, which is what a mirror or a twofold rotation gives when applied twice, apart from the translation. It is $+1$ for integer total spin and $-1$ for half-integer total spin, and $\Theta^2$ has the same value.

### From the operator square to an even dimension

Write $J=\Theta S$. It is antilinear, and it is antiunitary because
$$\langle Jx,Jy\rangle=\langle Sy,Sx\rangle=\langle y,x\rangle .$$
Commuting $S$ past $\Theta$ gives
$$J^2=\Theta S\Theta S=\Theta^2S^2=\eta\cdot\eta T=T,$$
since $\eta^2=1$. Hence $TJ=J^3=JT$. If $Tx=\tau x$, then
$$TJx=J(\tau x)=\bar\tau\,Jx ,$$
so $J$ maps the sector $T=-1$ into itself.

Let $H\psi=E\psi$ with $\psi\neq0$. Then $E$ is real because $H$ is Hermitian, and
$$HJ\psi=JH\psi=\bar E\,J\psi=E\,J\psi .$$
So $J$ also preserves each energy eigenspace.

Now let $W$ be a subspace with $JW\subseteq W$ on which $T=-1$. The intersection $W\cap\ker(H-E)$ is preserved by $J$, and $J^2=-1$ on it. Let $n$ be its dimension, choose a basis $b_j$, and write $Jb_j=\sum_i A_{ij}b_i$. Antilinearity conjugates the coefficients when $J$ is applied again:
$$J^2b_j=\sum_i\overline{A_{ij}}\,Jb_i=\sum_k\Big(\sum_i A_{ki}\overline{A_{ij}}\Big)b_k=-b_j .$$
Therefore $A\bar A=-1$, and taking determinants gives
$$|\det A|^2=(-1)^n .$$
The left side is non-negative, so $n$ is even. The value $n=0$ is allowed and means that $W$ contains no state of energy $E$.

The smallest excluded case is $n=1$. There $Jb=ab$ for some number $a$, so $J^2b=|a|^2b$, which cannot equal $-b$. For $n=2$ the condition can be met, for example by $Jb_0=b_1$ and $Jb_1=-b_0$.

### What the Lean statements say

`V` is a complex inner-product space. `S`, `T` and `H` are complex-linear maps, and `Θ` has the type `V →ₛₗ[starRingEnd ℂ] V` of conjugate-linear maps. The structure `GlideTimeSymmetry η S T H Θ` collects the physical assumptions:

- `sign` restricts `η` to $1$ or $-1$.
- `glide_unitary` and `time_antiunitary` say that `S` preserves inner products and that `Θ` exchanges their arguments. In finite dimension these are unitarity and antiunitarity.
- `hermitian` says that `H` is symmetric for the inner product.
- `glide_sq` and `time_sq` are $S^2=\eta T$ and $\Theta^2=\eta$.
- `time_glide`, `glide_energy` and `time_energy` are the three commutation relations.

Nothing separate is assumed about `T`, since `glide_sq` fixes it as $\eta S^2$. The combined operation $J$ is `glideTime Θ S`, in which `S` acts first.

The main theorem, `even_finrank_energy`, takes a finite-dimensional `V`, a subspace `W` preserved by $\Theta S$ on which $T=-1$, and any complex number `E`. It concludes that `W ⊓ End.eigenspace H E` has even complex dimension. `W` need not be invariant under `H`; when it is, these intersections are the energy eigenspaces of `H` restricted to `W`.

The freedom in `W` matters for band structures. To speak about a single crystal momentum, take `W` to be the space of Bloch states at a momentum where $T=-1$ and which $\Theta S$ maps to itself, up to a reciprocal lattice vector. The theorems `even_finrank_zone_boundary` and `two_le_degeneracy` use the full sector $T=-1$ instead, where the partner state may sit at a different momentum.

For a crystal model with finitely many states that obeys these symmetry relations, the result says that levels in the sector $T=-1$ must come out with even degeneracy. For $\eta=-1$ the full-sector statement already follows from $\Theta$ alone, which preserves the sector and squares to $-1$. The symmetry relations are assumed: the file does not construct a space group, Bloch states or a Hamiltonian for a particular crystal.

```lean
import Mathlib

open Module
open scoped InnerProductSpace

namespace NonsymmorphicDegeneracy

noncomputable section

variable {V : Type*} [NormedAddCommGroup V] [InnerProductSpace ℂ V]

/-- A Hermitian Hamiltonian `H`, a glide or screw operation `S` that preserves inner products and an
antilinear time reversal `Θ` that exchanges their arguments, all commuting, where `S² = η T`, `Θ² =
η` and `η = ±1`. -/
structure GlideTimeSymmetry (η : ℂ) (S T H : V →ₗ[ℂ] V) (Θ : V →ₛₗ[starRingEnd ℂ] V) :
    Prop where
  sign : η = 1 ∨ η = -1
  glide_unitary : ∀ x y, ⟪S x, S y⟫_ℂ = ⟪x, y⟫_ℂ
  time_antiunitary : ∀ x y, ⟪Θ x, Θ y⟫_ℂ = ⟪y, x⟫_ℂ
  hermitian : H.IsSymmetric
  glide_sq : ∀ x, S (S x) = η • T x
  time_sq : ∀ x, Θ (Θ x) = η • x
  time_glide : ∀ x, Θ (S x) = S (Θ x)
  glide_energy : ∀ x, S (H x) = H (S x)
  time_energy : ∀ x, Θ (H x) = H (Θ x)

/-- The combined operation `ΘS`: the glide or screw followed by time reversal. -/
def glideTime (Θ : V →ₛₗ[starRingEnd ℂ] V) (S : V →ₗ[ℂ] V) : V →ₛₗ[starRingEnd ℂ] V :=
  Θ.comp S

variable {η : ℂ} {S T H : V →ₗ[ℂ] V} {Θ : V →ₛₗ[starRingEnd ℂ] V}

/-- The combined operation `ΘS` exchanges the two arguments of the inner product. -/
theorem glideTime_antiunitary (h : GlideTimeSymmetry η S T H Θ) (x y : V) :
    ⟪glideTime Θ S x, glideTime Θ S y⟫_ℂ = ⟪y, x⟫_ℂ := by
  change ⟪Θ (S x), Θ (S y)⟫_ℂ = _
  rw [h.time_antiunitary, h.glide_unitary]

/-- The combined operation squares to the translation, `(ΘS)² = T`, for both signs of `η`. -/
theorem glideTime_sq (h : GlideTimeSymmetry η S T H Θ) (x : V) :
    glideTime Θ S (glideTime Θ S x) = T x := by
  change Θ (S (Θ (S x))) = T x
  -- the two factors of the sign cancel
  rw [← h.time_glide (S x), h.time_sq, h.glide_sq, smul_smul]
  rcases h.sign with e | e <;> simp [e]

/-- `ΘS` carries states with translation eigenvalue `τ` to states with the complex conjugate
translation eigenvalue. -/
theorem glideTime_maps_sector (h : GlideTimeSymmetry η S T H Θ) {τ : ℂ} {x : V}
    (hx : T x = τ • x) :
    T (glideTime Θ S x) = starRingEnd ℂ τ • glideTime Θ S x := by
  rw [← glideTime_sq h (glideTime Θ S x), glideTime_sq h x, hx, LinearMap.map_smulₛₗ]

/-- In a finite-dimensional space, a subspace preserved by an antilinear operator that squares to
`-1` on it has even complex dimension. -/
theorem even_finrank_of_sq_neg [FiniteDimensional ℂ V] (J : V →ₛₗ[starRingEnd ℂ] V)
    (W : Submodule ℂ V) (hJ : ∀ w ∈ W, J w ∈ W) (hsq : ∀ w ∈ W, J (J w) = -w) :
    Even (finrank ℂ W) := by
  let b := Module.finBasis ℂ W
  -- the matrix of `J` in a basis
  obtain ⟨A, hexp⟩ : ∃ A : Matrix (Fin (finrank ℂ W)) (Fin (finrank ℂ W)) ℂ,
      ∀ j, J (b j : V) = ∑ i, A i j • (b i : V) := by
    refine ⟨fun i j => b.repr ⟨J (b j), hJ _ (b j).2⟩ i, fun j => ?_⟩
    have h := congrArg (⇑W.subtype) (b.sum_repr ⟨J (b j), hJ _ (b j).2⟩)
    rw [map_sum] at h
    simp only [map_smul, Submodule.subtype_apply] at h
    exact h.symm
  -- squaring to `-1` means `A * conj A = -1`
  have hA : A * A.map (starRingEnd ℂ) = -1 := by
    ext k j
    have hW : ∑ k, (A * A.map (starRingEnd ℂ)) k j • b k = -b j := by
      apply Subtype.ext
      have h := hsq (b j) (b j).2
      rw [hexp j, map_sum] at h
      simp only [LinearMap.map_smulₛₗ, hexp, Finset.smul_sum, smul_smul] at h
      rw [Finset.sum_comm] at h
      rw [Submodule.coe_sum, Submodule.coe_neg, ← h]
      refine Finset.sum_congr rfl fun k _ => ?_
      rw [Submodule.coe_smul, Matrix.mul_apply, Finset.sum_smul]
      refine Finset.sum_congr rfl fun i _ => ?_
      rw [Matrix.map_apply, mul_comm]
    have h2 := congrFun (b.repr_sum_self (fun k => (A * A.map (starRingEnd ℂ)) k j)) k
    simp only [hW, map_neg, Finsupp.neg_apply, Module.Basis.repr_self] at h2
    rw [← h2]
    by_cases hkj : k = j
    · subst hkj
      simp
    · simp [hkj]
  -- determinants: `|det A|² = (-1)ⁿ`
  have hc : (A.map (starRingEnd ℂ)).det = starRingEnd ℂ A.det :=
    (RingHom.map_det (starRingEnd ℂ) A).symm
  have hd := congrArg Matrix.det hA
  rw [Matrix.det_mul, hc, Complex.mul_conj, Matrix.det_neg, Matrix.det_one, mul_one,
    Fintype.card_fin] at hd
  by_contra hn
  rw [Nat.not_even_iff_odd] at hn
  rw [hn.neg_one_pow] at hd
  have h3 : Complex.normSq A.det = -1 := by exact_mod_cast hd
  linarith [Complex.normSq_nonneg A.det]

/-- In finite dimension, if a subspace `W` is invariant under `ΘS` and the translation `T` acts on
it as `-1`, then the intersection of `W` with each energy eigenspace has even dimension, for both
signs of `η`. -/
theorem even_finrank_energy (h : GlideTimeSymmetry η S T H Θ) [FiniteDimensional ℂ V]
    (W : Submodule ℂ V) (hW : ∀ w ∈ W, glideTime Θ S w ∈ W) (hT : ∀ w ∈ W, T w = -w) (E : ℂ) :
    Even (finrank ℂ (W ⊓ End.eigenspace H E : Submodule ℂ V)) := by
  refine even_finrank_of_sq_neg (glideTime Θ S) _ ?_ ?_
  · rintro w ⟨hw, hE⟩
    refine ⟨hW w hw, ?_⟩
    by_cases h0 : w = 0
    · rw [h0, map_zero]
      exact Submodule.zero_mem _
    -- the energy is real, so the antilinear operation preserves it
    have hr : starRingEnd ℂ E = E :=
      h.hermitian.conj_eigenvalue_eq_self (End.hasEigenvalue_of_hasEigenvector ⟨hE, h0⟩)
    have hE' : H w = E • w := End.mem_eigenspace_iff.mp hE
    apply End.mem_eigenspace_iff.mpr
    change H (Θ (S w)) = E • Θ (S w)
    rw [← h.time_energy, ← h.glide_energy, hE', map_smul, LinearMap.map_smulₛₗ, hr]
  · rintro w ⟨hw, _⟩
    rw [glideTime_sq h, hT w hw]

/-- In the full sector `T = -1`, every energy eigenspace has even dimension. -/
theorem even_finrank_zone_boundary (h : GlideTimeSymmetry η S T H Θ) [FiniteDimensional ℂ V]
    (E : ℂ) :
    Even (finrank ℂ (End.eigenspace T (-1) ⊓ End.eigenspace H E : Submodule ℂ V)) := by
  refine even_finrank_energy h _ (fun w hw => ?_) (fun w hw => ?_) E
  · have h1 := glideTime_maps_sector h (End.mem_eigenspace_iff.mp hw)
    apply End.mem_eigenspace_iff.mpr
    simpa using h1
  · simpa using End.mem_eigenspace_iff.mp hw

/-- Every energy level that has a state with `T = -1` is at least twofold degenerate within
the sector `T = -1`. -/
theorem two_le_degeneracy (h : GlideTimeSymmetry η S T H Θ) [FiniteDimensional ℂ V]
    {E : ℂ} {ψ : V} (h0 : ψ ≠ 0) (hT : T ψ = -ψ) (hE : H ψ = E • ψ) :
    2 ≤ finrank ℂ (End.eigenspace T (-1) ⊓ End.eigenspace H E : Submodule ℂ V) := by
  obtain ⟨k, hk⟩ := even_finrank_zone_boundary h E
  have hne : finrank ℂ (End.eigenspace T (-1) ⊓ End.eigenspace H E : Submodule ℂ V) ≠ 0 := by
    intro hz
    have hbot := Submodule.finrank_eq_zero.mp hz
    have hm : ψ ∈ (End.eigenspace T (-1) ⊓ End.eigenspace H E : Submodule ℂ V) :=
      ⟨End.mem_eigenspace_iff.mpr (by simpa using hT), End.mem_eigenspace_iff.mpr hE⟩
    rw [hbot] at hm
    exact h0 ((Submodule.mem_bot ℂ).mp hm)
  omega

/-- The state space of a three-state model. -/
abbrev C3 := EuclideanSpace ℂ (Fin 3)

/-- Model glide: a quarter turn of the first two amplitudes. -/
def modelS : C3 →ₗ[ℂ] C3 where
  toFun x := !₂[-x 1, x 0, x 2]
  map_add' x y := by ext i; fin_cases i <;> simp; ring
  map_smul' c x := by ext i; fin_cases i <;> simp

/-- Model translation: `-1` on the first two amplitudes and `+1` on the third. -/
def modelT : C3 →ₗ[ℂ] C3 where
  toFun x := !₂[-x 0, -x 1, x 2]
  map_add' x y := by ext i; fin_cases i <;> simp <;> ring
  map_smul' c x := by ext i; fin_cases i <;> simp

/-- Model Hamiltonian: energy `a` on the first two amplitudes and `b` on the third. -/
def modelH (a b : ℝ) : C3 →ₗ[ℂ] C3 where
  toFun x := !₂[(a : ℂ) * x 0, (a : ℂ) * x 1, (b : ℂ) * x 2]
  map_add' x y := by ext i; fin_cases i <;> simp <;> ring
  map_smul' c x := by ext i; fin_cases i <;> simp <;> ring

/-- Model time reversal: complex conjugation of the amplitudes. -/
def modelΘ : C3 →ₛₗ[starRingEnd ℂ] C3 where
  toFun x := !₂[starRingEnd ℂ (x 0), starRingEnd ℂ (x 1), starRingEnd ℂ (x 2)]
  map_add' x y := by ext i; fin_cases i <;> simp
  map_smul' c x := by ext i; fin_cases i <;> simp

/-- The three-state model satisfies all the symmetry relations with `η = 1`, and its first basis
state has `T = -1`. -/
theorem glideTimeSymmetry_witness (a b : ℝ) :
    GlideTimeSymmetry 1 modelS modelT (modelH a b) modelΘ ∧
      modelT !₂[1, 0, 0] = -!₂[1, 0, 0] := by
  refine ⟨⟨Or.inl rfl, fun x y => ?_, fun x y => ?_, fun x y => ?_, fun x => ?_, fun x => ?_,
    fun x => ?_, fun x => ?_, fun x => ?_⟩, ?_⟩
  · simp [modelS, PiLp.inner_apply, Fin.sum_univ_three]; ring
  · simp [modelΘ, PiLp.inner_apply, Fin.sum_univ_three]; ring
  · simp [modelH, PiLp.inner_apply, Fin.sum_univ_three]; ring
  · ext i; fin_cases i <;> simp [modelS, modelT]
  · ext i; fin_cases i <;> simp [modelΘ]
  · ext i; fin_cases i <;> simp [modelΘ, modelS]
  · ext i; fin_cases i <;> simp [modelS, modelH]
  · ext i; fin_cases i <;> simp [modelΘ, modelH]
  · ext i; fin_cases i <;> simp [modelT]

/-- In the sector `T = +1` of the three-state model, the level `b` is nondegenerate. -/
theorem model_singlet (a b : ℝ) :
    finrank ℂ (End.eigenspace modelT 1 ⊓ End.eigenspace (modelH a b) (b : ℂ) :
      Submodule ℂ C3) = 1 := by
  have hs : (End.eigenspace modelT 1 ⊓ End.eigenspace (modelH a b) (b : ℂ) : Submodule ℂ C3)
      = Submodule.span ℂ {(!₂[0, 0, 1] : C3)} := by
    ext x
    rw [Submodule.mem_inf, End.mem_eigenspace_iff, End.mem_eigenspace_iff,
      Submodule.mem_span_singleton]
    constructor
    · rintro ⟨hT, _⟩
      -- `T = +1` removes the first two amplitudes
      have h0 : -x 0 = x 0 := by simpa [modelT] using congrArg (fun v : C3 => v 0) hT
      have h1 : -x 1 = x 1 := by simpa [modelT] using congrArg (fun v : C3 => v 1) hT
      have h0' : x 0 = 0 := by linear_combination (-1 / 2 : ℂ) * h0
      have h1' : x 1 = 0 := by linear_combination (-1 / 2 : ℂ) * h1
      refine ⟨x 2, ?_⟩
      ext i
      fin_cases i <;> simp [h0', h1']
    · rintro ⟨c, rfl⟩
      constructor
      · ext i; fin_cases i <;> simp [modelT]
      · ext i; fin_cases i <;> simp [modelH]; ring
  rw [hs]
  apply finrank_span_singleton
  intro h
  have h2 := congrArg (fun v : C3 => v 2) h
  simp at h2

end

end NonsymmorphicDegeneracy
```

```lean
#print axioms NonsymmorphicDegeneracy.glideTime_antiunitary
-- 'NonsymmorphicDegeneracy.glideTime_antiunitary' depends on axioms: [propext, Classical.choice, Quot.sound]
#print axioms NonsymmorphicDegeneracy.even_finrank_energy
-- 'NonsymmorphicDegeneracy.even_finrank_energy' depends on axioms: [propext, Classical.choice, Quot.sound]
#print axioms NonsymmorphicDegeneracy.two_le_degeneracy
-- 'NonsymmorphicDegeneracy.two_le_degeneracy' depends on axioms: [propext, Classical.choice, Quot.sound]
#print axioms NonsymmorphicDegeneracy.model_singlet
-- 'NonsymmorphicDegeneracy.model_singlet' depends on axioms: [propext, Classical.choice, Quot.sound]
```

### How the proof follows the algebra

`glideTime_antiunitary` applies the two inner-product rules in turn. `glideTime_sq` uses `time_glide` to bring the two factors of `Θ` together, replaces both squares, and checks the product of signs for each value of `η`. `glideTime_maps_sector` writes `T` as the square of $\Theta S$, which gives $TJ=JT$, and then pulls the eigenvalue through the antilinear map, where it is conjugated.

The determinant argument is `even_finrank_of_sq_neg`, stated for any antilinear `J` that preserves `W` and squares to $-1$ there. The matrix `A` comes from the coordinates of `J (b j)`, and `hexp` is the expansion $Jb_j=\sum_i A_{ij}b_i$. The step `hA` proves $A\bar A=-1$ by expanding `J (J (b j))`, exchanging the two sums with `Finset.sum_comm`, and comparing coefficients. Taking determinants turns this into `hd`, the equation $|\det A|^2=(-1)^n$. If $n$ were odd, `Complex.normSq A.det` would equal $-1$, which contradicts `Complex.normSq_nonneg`.

`even_finrank_energy` applies that lemma to the intersection of `W` with the energy eigenspace. It has to show that $\Theta S$ preserves the intersection and squares to $-1$ on it. The zero vector is treated separately, because `E` is known to be real only when a nonzero eigenvector exists. For a nonzero vector, `hr` supplies $\bar E=E$, and the two commutation relations with `H` finish the step.

`even_finrank_zone_boundary` takes `W` to be the whole eigenspace of `T` at $-1$, whose invariance comes from `glideTime_maps_sector`. In `two_le_degeneracy`, a nonzero state `ψ` with $T\psi=-\psi$ and $H\psi=E\psi$ excludes dimension zero, and an even number other than zero is at least two.

### Three states that show a pair and a singlet

The model on `C3` has $\eta=1$, and `modelΘ` is complex conjugation of the amplitudes. With amplitudes numbered from zero,
$$S(x_0,x_1,x_2)=(-x_1,x_0,x_2),\qquad T=\mathrm{diag}(-1,-1,1),\qquad H=\mathrm{diag}(a,a,b),$$
for real $a$ and $b$. `glideTimeSymmetry_witness` checks every relation in the structure by components, and also that the first basis state has $T=-1$. On the first two basis states, $\Theta S$ acts as in the $n=2$ example above.

The third basis state has $T=+1$ and is left unchanged by $\Theta S$. `model_singlet` proves that the level $b$ has dimension exactly one within the sector $T=+1$, by showing that this intersection is the span of the third basis state. This holds even if $a=b$, because the other two states lie in the sector $T=-1$. So for $\eta=1$ the same symmetry relations allow a nondegenerate level once the translation acts as $+1$.
